# Active-orbital projectors move by at most twice the matrix change divided by the gap

When the k-th and (k+1)-th largest eigenvalues of a symmetric matrix coincide, the matrix does not determine the span of its top k eigenvectors. The ordered eigenbases are therefore supplied as data, and the bound holds for every admissible choice. Only one of the two matrices needs a gap.

Let M and M' be real symmetric n × n matrices at two geometries, written in a common orthonormal basis. Matching the bases between geometries is assumed. If the orbitals are the right singular vectors of a matrix A, ordered by singular value, one can take M = AᵀA. Its eigenvalues are the squared singular values, with zeros added if A has fewer rows than columns, so the gap below is a gap between squares.

In Lean 4 with Mathlib:

```lean
import Mathlib

open Matrix

namespace ActiveSpaceStability

noncomputable section

variable {n : ℕ}
```

## Matrices, orbitals and occupations

Changes are measured in the Frobenius norm:

‖A‖ = √(Σ_ij A_ij²)

```lean
/-- The Frobenius norm of a real square matrix: the root of the sum of its squared entries. -/
def frobNorm (A : Matrix (Fin n) (Fin n) ℝ) : ℝ := √(∑ i, ∑ j, A i j ^ 2)
```

Orbitals are the columns of a matrix U. Giving them weights d_i produces the matrix

U diag(d) Uᵀ

```lean
/-- The matrix `U diag(d) Uᵀ` built from orbitals (the columns of `U`) and their weights `d`. -/
def ofSpectrum (U : Matrix (Fin n) (Fin n) ℝ) (d : Fin n → ℝ) : Matrix (Fin n) (Fin n) ℝ :=
  U * diagonal d * Uᵀ
```

An ordered eigenbasis of M satisfies

UᵀU = 1, MU = U diag(d), d_0 ≥ d_1 ≥ … ≥ d_(n−1)

These are the fields `orth`, `eig` and `anti`. Ties are allowed, and the symmetry of M follows from the first two conditions.

```lean
/-- The columns of `U` are orthonormal eigenvectors of `M`, with eigenvalues `d` listed in
decreasing order. -/
structure IsOrderedEigenbasis (M U : Matrix (Fin n) (Fin n) ℝ) (d : Fin n → ℝ) : Prop where
  orth : Uᵀ * U = 1
  eig : M * U = U * diagonal d
  anti : Antitone d
```

Indices start at zero, so the active orbitals are those with i < k. Their occupations are o_i = 1, and all others have o_i = 0. Here an occupation only marks membership of the active space; it is not a number of electrons.

```lean
/-- Occupation pattern of the partition: one for the first `k` orbitals, zero for the others. -/
def occ (k : ℕ) (i : Fin n) : ℝ := if i.val < k then 1 else 0
```

With these occupations as weights, the active projector is

Q = U diag(o) Uᵀ

```lean
/-- The matrix `U diag(1,…,1,0,…,0) Uᵀ` with ones in the first `k` places; for orthonormal columns
of `U` it is the orthogonal projector onto the first `k` of them. -/
def activeProjector (U : Matrix (Fin n) (Fin n) ℝ) (k : ℕ) : Matrix (Fin n) (Fin n) ℝ :=
  ofSpectrum U (occ k)
```

Let V be an ordered eigenbasis of M' with eigenvalues e_j, let Q' be its active projector, and let W = UᵀV be the overlap matrix. The leakage is the total weight of the old active orbitals in the new inactive space:

L = Σ_ij o_i (1 − o_j) W_ij²

It is summed over orbitals, not averaged.

```lean
/-- The total squared overlap of the first `k` orbitals of `U` with the orbitals of `V` beyond
the first `k`. -/
def leakage (U V : Matrix (Fin n) (Fin n) ℝ) (k : ℕ) : ℝ :=
  ∑ i, ∑ j, occ k i * (1 - occ k j) * (Uᵀ * V) i j ^ 2
```

## Distances as weighted overlaps

The squared norm is a trace, because the diagonal entries of AᵀA are the column sums of squares:

‖A‖² = tr(AᵀA)

```lean
/-- The squared Frobenius norm is the trace of `AᵀA`. -/
theorem frobNorm_sq (A : Matrix (Fin n) (Fin n) ℝ) : frobNorm A ^ 2 = trace (Aᵀ * A) := by
  rw [frobNorm, Real.sq_sqrt (by positivity), Finset.sum_comm]
  simp only [trace, diag_apply, Matrix.mul_apply, transpose_apply, sq]
```

Since UUᵀ = VVᵀ = 1, cyclicity of the trace gives ‖UᵀAV‖ = ‖A‖, which is `rot` in the code. For a difference of two weighted matrices, `key` computes

Uᵀ(U diag(d) Uᵀ − V diag(e) Vᵀ)V = diag(d) W − W diag(e)

The entries on the right are W_ij(d_i − e_j), hence

‖U diag(d) Uᵀ − V diag(e) Vᵀ‖² = Σ_ij W_ij² (d_i − e_j)²

This holds for any weights, so it serves for both M − M' and Q − Q'.

```lean
/-- For two orthonormal orbital sets, the squared distance between `U diag(d) Uᵀ` and
`V diag(e) Vᵀ` is the sum of `(d i - e j)²` weighted by the squared orbital overlaps. -/
theorem frobNorm_sq_eq_overlap {U V : Matrix (Fin n) (Fin n) ℝ} (hU : Uᵀ * U = 1)
    (hV : Vᵀ * V = 1) (d e : Fin n → ℝ) :
    frobNorm (ofSpectrum U d - ofSpectrum V e) ^ 2
      = ∑ i, ∑ j, (Uᵀ * V) i j ^ 2 * (d i - e j) ^ 2 := by
  -- the norm is unchanged when both sides are rotated into the orbital bases
  have rot : ∀ A : Matrix (Fin n) (Fin n) ℝ,
      frobNorm (Uᵀ * A * V) ^ 2 = frobNorm A ^ 2 := by
    intro A
    have h : (Uᵀ * A * V)ᵀ * (Uᵀ * A * V) = Vᵀ * (Aᵀ * (U * Uᵀ) * A * V) := by
      simp only [transpose_mul, transpose_transpose, Matrix.mul_assoc]
    rw [frobNorm_sq, frobNorm_sq, h, mul_eq_one_comm.mp hU, Matrix.mul_one,
      trace_mul_comm, Matrix.mul_assoc, mul_eq_one_comm.mp hV, Matrix.mul_one]
  have key : Uᵀ * (ofSpectrum U d - ofSpectrum V e) * V
      = diagonal d * (Uᵀ * V) - (Uᵀ * V) * diagonal e := by
    calc _ = (Uᵀ * U) * diagonal d * (Uᵀ * V) - (Uᵀ * V) * diagonal e * (Vᵀ * V) := by
          unfold ofSpectrum
          noncomm_ring
      _ = _ := by rw [hU, hV, Matrix.one_mul, Matrix.mul_one]
  rw [← rot, key, frobNorm, Real.sq_sqrt (by positivity)]
  refine Finset.sum_congr rfl fun i _ => Finset.sum_congr rfl fun j _ => ?_
  rw [Matrix.sub_apply, diagonal_mul, mul_diagonal]
  ring
```

W is orthogonal, so its squared entries have unit row and column sums (`hrow` and `hcol`). For any numbers x_i,

Σ_ij W_ij² (x_i − x_j) = Σ_i x_i − Σ_j x_j = 0

```lean
/-- Between two orthonormal orbital sets, the differences `x i - x j` weighted by the squared
overlaps add up to zero. -/
theorem overlap_balance {U V : Matrix (Fin n) (Fin n) ℝ} (hU : Uᵀ * U = 1)
    (hV : Vᵀ * V = 1) (x : Fin n → ℝ) :
    ∑ i, ∑ j, (Uᵀ * V) i j ^ 2 * (x i - x j) = 0 := by
  have hW : (Uᵀ * V)ᵀ * (Uᵀ * V) = 1 := by
    calc (Uᵀ * V)ᵀ * (Uᵀ * V) = Vᵀ * (U * Uᵀ) * V := by
          simp only [transpose_mul, transpose_transpose, Matrix.mul_assoc]
      _ = 1 := by rw [mul_eq_one_comm.mp hU, Matrix.mul_one, hV]
  generalize Uᵀ * V = W at hW ⊢
  -- squared overlaps have unit column and row sums
  have hcol : ∀ j, ∑ i, W i j ^ 2 = 1 := by
    intro j
    have h := congrFun (congrFun hW j) j
    rw [Matrix.mul_apply, one_apply_eq] at h
    simpa only [transpose_apply, ← sq] using h
  have hrow : ∀ i, ∑ j, W i j ^ 2 = 1 := by
    intro i
    have hW' : W * Wᵀ = 1 := mul_eq_one_comm.mp hW
    have h := congrFun (congrFun hW' i) i
    rw [Matrix.mul_apply, one_apply_eq] at h
    simpa only [transpose_apply, ← sq] using h
  have h1 : ∑ i, ∑ j, W i j ^ 2 * x i = ∑ i, x i :=
    Finset.sum_congr rfl fun i _ => by rw [← Finset.sum_mul, hrow, one_mul]
  have h2 : ∑ i, ∑ j, W i j ^ 2 * x j = ∑ j, x j := by
    rw [Finset.sum_comm]
    exact Finset.sum_congr rfl fun j _ => by rw [← Finset.sum_mul, hcol, one_mul]
  simp only [mul_sub, Finset.sum_sub_distrib, h1, h2, sub_self]
```

Multiplying MU = U diag(d) by Uᵀ on the right recovers M = U diag(d) Uᵀ, which lets the distance formula be applied to M and M'.

```lean
/-- A matrix with an ordered eigenbasis is rebuilt from its eigenvectors and eigenvalues. -/
theorem IsOrderedEigenbasis.eq_ofSpectrum {M U : Matrix (Fin n) (Fin n) ℝ} {d : Fin n → ℝ}
    (h : IsOrderedEigenbasis M U d) : M = ofSpectrum U d := by
  rw [ofSpectrum, ← h.eig, Matrix.mul_assoc, mul_eq_one_comm.mp h.orth, Matrix.mul_one]
```

## From eigenvalue gaps to projectors

Let a = k − 1 and b = k be the positions on either side of the partition. Both must be valid indices, so 1 ≤ k ≤ n − 1. Write g = d_a − d_b and g' = e_a − e_b, assume g + g' > 0, and set

c = (g + g')/2, t = ((d_a − e_b) − (e_a − d_b))/2

Then c + t = d_a − e_b and c − t = e_a − d_b. The step `term` is the inequality

c²(o_i − o_j)² + 2ct(o_i − o_j) ≤ (d_i − e_j)²

If i and j are both active or both inactive, the left side is zero. If i is active and j inactive, the ordering gives y = d_i − e_j ≥ c + t, and (y − c)² ≥ 0 gives

y² ≥ 2cy − c² ≥ c² + 2ct

If i is inactive and j active, z = e_j − d_i ≥ c − t gives z² ≥ c² − 2ct in the same way. The `nlinarith` calls combine these ordering bounds with the nonnegative squares.

Multiplying by W_ij² and summing removes the linear term, by the balance identity. What remains is

c²‖Q − Q'‖² ≤ ‖M − M'‖²

Taking roots and dividing by c gives

‖Q − Q'‖ ≤ 2‖M − M'‖/(g + g')

If both gaps vanish, no such bound is possible: M = M' = 1 admits different active projectors.

```lean
/-- If the gaps of `M` and `M'` between the `k`-th and `(k+1)`-th largest eigenvalues have a
positive sum, the projectors onto their top `k` eigenvectors differ in Frobenius norm by at most
`2 ‖M - M'‖` over that sum. -/
theorem active_space_stability_two_gaps {M M' U V : Matrix (Fin n) (Fin n) ℝ}
    {d e : Fin n → ℝ} (hM : IsOrderedEigenbasis M U d) (hM' : IsOrderedEigenbasis M' V e)
    {k : ℕ} {a b : Fin n} (ha : a.val + 1 = k) (hb : b.val = k)
    (hgap : 0 < (d a - d b) + (e a - e b)) :
    frobNorm (activeProjector U k - activeProjector V k)
      ≤ 2 * frobNorm (M - M') / ((d a - d b) + (e a - e b)) := by
  obtain ⟨c, hc⟩ : ∃ c, c = ((d a - d b) + (e a - e b)) / 2 := ⟨_, rfl⟩
  obtain ⟨t, ht⟩ : ∃ t, t = ((d a - e b) - (e a - d b)) / 2 := ⟨_, rfl⟩
  have hc0 : 0 < c := by linarith
  -- eigenvalue differences dominate occupation differences, up to a balanced linear term
  have term : ∀ i j : Fin n, c ^ 2 * (occ k i - occ k j) ^ 2
      + 2 * c * t * (occ k i - occ k j) ≤ (d i - e j) ^ 2 := by
    intro i j
    by_cases hi : i.val < k <;> by_cases hj : j.val < k <;> simp only [occ, hi, hj, if_true, if_false]
    · nlinarith [sq_nonneg (d i - e j)]
    · have h1 : d a ≤ d i := hM.anti (Fin.le_def.mpr (by omega))
      have h2 : e j ≤ e b := hM'.anti (Fin.le_def.mpr (by omega))
      have h3 : 0 ≤ c * (d i - e j - (c + t)) := mul_nonneg hc0.le (by linarith)
      nlinarith [sq_nonneg (d i - e j - c)]
    · have h1 : d i ≤ d b := hM.anti (Fin.le_def.mpr (by omega))
      have h2 : e a ≤ e j := hM'.anti (Fin.le_def.mpr (by omega))
      have h3 : 0 ≤ c * (e j - d i - (c - t)) := mul_nonneg hc0.le (by linarith)
      nlinarith [sq_nonneg (d i - e j + c)]
    · nlinarith [sq_nonneg (d i - e j)]
  have hsum := Finset.sum_le_sum fun i (_ : i ∈ Finset.univ) =>
    Finset.sum_le_sum fun j (_ : j ∈ Finset.univ) =>
      mul_le_mul_of_nonneg_left (term i j) (sq_nonneg ((Uᵀ * V) i j))
  have hsplit : ∑ i, ∑ j, (Uᵀ * V) i j ^ 2 * (c ^ 2 * (occ k i - occ k j) ^ 2
        + 2 * c * t * (occ k i - occ k j))
      = c ^ 2 * ∑ i, ∑ j, (Uᵀ * V) i j ^ 2 * (occ k i - occ k j) ^ 2
        + 2 * c * t * ∑ i, ∑ j, (Uᵀ * V) i j ^ 2 * (occ k i - occ k j) := by
    simp only [Finset.mul_sum, ← Finset.sum_add_distrib]
    refine Finset.sum_congr rfl fun i _ => Finset.sum_congr rfl fun j _ => ?_
    ring
  rw [hsplit, overlap_balance hM.orth hM'.orth, ← frobNorm_sq_eq_overlap hM.orth hM'.orth,
    ← frobNorm_sq_eq_overlap hM.orth hM'.orth, ← hM.eq_ofSpectrum, ← hM'.eq_ofSpectrum] at hsum
  change c ^ 2 * frobNorm (activeProjector U k - activeProjector V k) ^ 2 + _ ≤ _ at hsum
  have hQ : 0 ≤ frobNorm (activeProjector U k - activeProjector V k) := Real.sqrt_nonneg _
  have hD : 0 ≤ frobNorm (M - M') := Real.sqrt_nonneg _
  have hfin : c * frobNorm (activeProjector U k - activeProjector V k) ≤ frobNorm (M - M') :=
    (sq_le_sq₀ (mul_nonneg hc0.le hQ) hD).mp (by rw [mul_pow]; linarith)
  rw [le_div_iff₀ hgap, show (d a - d b) + (e a - e b) = 2 * c by linarith]
  linarith
```

Now assume only g > 0. The ordering of e gives g' ≥ 0, so replacing g + g' by g can only enlarge the right side:

‖Q − Q'‖ ≤ 2‖M − M'‖/g

For orbital selection in embedding, this limits the change of the active space between two geometries within the finite, common-basis model, provided that the same k is used at both. It does not cover a change in the number of active orbitals, and it gives no bound on energies.

```lean
/-- If `M` has a positive gap between its `k`-th and `(k+1)`-th largest eigenvalues, the
projectors onto the top `k` eigenvectors of `M` and of `M'` differ in Frobenius norm by at most
`2 ‖M - M'‖` over that gap. -/
theorem active_space_stability {M M' U V : Matrix (Fin n) (Fin n) ℝ}
    {d e : Fin n → ℝ} (hM : IsOrderedEigenbasis M U d) (hM' : IsOrderedEigenbasis M' V e)
    {k : ℕ} {a b : Fin n} (ha : a.val + 1 = k) (hb : b.val = k) (hgap : 0 < d a - d b) :
    frobNorm (activeProjector U k - activeProjector V k)
      ≤ 2 * frobNorm (M - M') / (d a - d b) := by
  have he : e b ≤ e a := hM'.anti (Fin.le_def.mpr (by omega))
  have hD : 0 ≤ frobNorm (M - M') := Real.sqrt_nonneg _
  exact (active_space_stability_two_gaps hM hM' ha hb (by linarith)).trans
    (div_le_div_of_nonneg_left (by linarith) hgap (by linarith))
```

## Weight lost from the active space

Checking the four occupation pairs shows that

(o_i − o_j)² + (o_i − o_j) = 2 o_i(1 − o_j)

Weighted by W_ij² and summed, the linear term vanishes again:

‖Q − Q'‖² = 2L

In the code, `split_ifs` performs the four checks.

```lean
/-- For orthonormal orbital sets, the squared distance between the two active projectors is
twice the leakage. -/
theorem frobNorm_sq_eq_leakage {U V : Matrix (Fin n) (Fin n) ℝ} (hU : Uᵀ * U = 1)
    (hV : Vᵀ * V = 1) (k : ℕ) :
    frobNorm (activeProjector U k - activeProjector V k) ^ 2 = 2 * leakage U V k := by
  have h0 := overlap_balance hU hV (occ k)
  have h : ∑ i, ∑ j, (Uᵀ * V) i j ^ 2 * (occ k i - occ k j) ^ 2
      + ∑ i, ∑ j, (Uᵀ * V) i j ^ 2 * (occ k i - occ k j) = 2 * leakage U V k := by
    simp only [leakage, Finset.mul_sum, ← Finset.sum_add_distrib]
    refine Finset.sum_congr rfl fun i _ => Finset.sum_congr rfl fun j _ => ?_
    unfold occ
    split_ifs <;> ring
  rw [activeProjector, activeProjector, frobNorm_sq_eq_overlap hU hV]
  linarith
```

Squaring the one-gap bound and halving it gives

L ≤ 2(‖M − M'‖/g)²

```lean
/-- If `M` has a positive gap after its `k`-th largest eigenvalue, the leakage of its top `k`
eigenvectors out of those of `M'` is at most twice the square of `‖M - M'‖` over the gap. -/
theorem leakage_le {M M' U V : Matrix (Fin n) (Fin n) ℝ}
    {d e : Fin n → ℝ} (hM : IsOrderedEigenbasis M U d) (hM' : IsOrderedEigenbasis M' V e)
    {k : ℕ} {a b : Fin n} (ha : a.val + 1 = k) (hb : b.val = k) (hgap : 0 < d a - d b) :
    leakage U V k ≤ 2 * (frobNorm (M - M') / (d a - d b)) ^ 2 := by
  have hQ : 0 ≤ frobNorm (activeProjector U k - activeProjector V k) := Real.sqrt_nonneg _
  have h := pow_le_pow_left₀ hQ (active_space_stability hM hM' ha hb hgap) 2
  rw [frobNorm_sq_eq_leakage hM.orth hM'.orth, mul_div_assoc, mul_pow] at h
  linarith
```

For a numerical instance, take k = 1 and switch on a coupling of 0.3 between two orbitals:

M = diag(0.9, 0.1), M' = [[0.9, 0.3], [0.3, 0.1]]

M' has eigenvalues 1 and 0, with normalised top eigenvector (3, 1)/√10, so Q' = M'. The gaps are g = 0.8 and g' = 1. The distances are

‖M − M'‖ = √0.18 ≈ 0.424, ‖Q − Q'‖ = √0.20 ≈ 0.447

The one-gap bound is about 1.061 and the two-gap bound about 0.471. The leakage is 0.1, against a bound of 0.5625.

## Two orbitals that attain the bound

For g > 0, take M = diag(g, 0) and M' = diag(g/2, g/2). Every orthonormal basis is an eigenbasis of M', including the one with the two orbitals swapped. With one active orbital,

Q − Q' = diag(1, −1), M − M' = diag(g/2, −g/2)

so ‖Q − Q'‖ = √2 and 2‖M − M'‖/g = √2. The constant 2 therefore cannot be lowered. The theorem checks both eigenbases as well as the equality; `hf` evaluates the norm of diag(x, −x) for both differences.

```lean
/-- The constant 2 is sharp: for `M = diag(g, 0)` with `g > 0`, `M' = diag(g/2, g/2)` and one
active orbital, the eigenbasis of `M'` with the two orbitals swapped gives equality. -/
theorem stability_sharp {g : ℝ} (hg : 0 < g) :
    IsOrderedEigenbasis (diagonal ![g, 0]) 1 ![g, 0] ∧
    IsOrderedEigenbasis (diagonal fun _ => g / 2) !![0, 1; 1, 0] (fun _ => g / 2) ∧
    frobNorm (activeProjector (1 : Matrix (Fin 2) (Fin 2) ℝ) 1
        - activeProjector !![0, 1; 1, 0] 1)
      = 2 * frobNorm (diagonal ![g, 0] - diagonal fun _ => g / 2) / g := by
  refine ⟨⟨by simp, by simp, ?_⟩, ⟨?_, ?_, antitone_const⟩, ?_⟩
  · intro i j hij
    fin_cases i <;> fin_cases j <;> simp_all [hg.le]
  · ext i j
    fin_cases i <;> fin_cases j <;> simp [Matrix.mul_apply, Fin.sum_univ_two]
  · ext i j
    rw [diagonal_mul, mul_diagonal, mul_comm]
  · -- both differences are multiples of diag(1, -1)
    have hf : ∀ x : ℝ, 0 ≤ x → frobNorm (diagonal ![x, -x]) = x * √2 := by
      intro x hx
      have h : ∑ i, ∑ j, (diagonal ![x, -x] : Matrix (Fin 2) (Fin 2) ℝ) i j ^ 2
          = x ^ 2 * 2 := by
        simp [Fin.sum_univ_two]
        ring
      rw [frobNorm, h, Real.sqrt_mul (sq_nonneg x), Real.sqrt_sq hx]
    have hQ : activeProjector (1 : Matrix (Fin 2) (Fin 2) ℝ) 1
        - activeProjector !![0, 1; 1, 0] 1 = diagonal ![1, -1] := by
      ext i j
      simp only [activeProjector, ofSpectrum, Matrix.sub_apply, Matrix.mul_apply,
        transpose_apply, Fin.sum_univ_two]
      fin_cases i <;> fin_cases j <;> simp [occ, Matrix.one_apply]
    have hD : (diagonal ![g, 0] - diagonal fun _ => g / 2 : Matrix (Fin 2) (Fin 2) ℝ)
        = diagonal ![g / 2, -(g / 2)] := by
      ext i j
      fin_cases i <;> fin_cases j <;> simp
      ring
    rw [hQ, hD, hf 1 zero_le_one, hf (g / 2) (by positivity)]
    field_simp

end

end ActiveSpaceStability
```

```lean
#print axioms ActiveSpaceStability.active_space_stability
-- 'ActiveSpaceStability.active_space_stability' depends on axioms: [propext, Classical.choice, Quot.sound]
#print axioms ActiveSpaceStability.leakage_le
-- 'ActiveSpaceStability.leakage_le' depends on axioms: [propext, Classical.choice, Quot.sound]
#print axioms ActiveSpaceStability.stability_sharp
-- 'ActiveSpaceStability.stability_sharp' depends on axioms: [propext, Classical.choice, Quot.sound]
```
